# Resumming fixed cluster interactions into concentration-dependent ones on a finite set of sites

## One alloy, two sets of interactions

Take a binary alloy on a fixed set of sites, with a variable $s_i=+1$ or $-1$ recording which species occupies site $i$. A cluster expansion writes the energy as a sum over clusters of sites, each with a fixed interaction multiplied by the product of the $s_i$ on the cluster. The same energy can also be expanded in the fluctuations $s_i-m$, where $m$ is the average of the site variable at the composition of interest. If a fraction $c$ of the sites has $s_i=+1$, then $m=2c-1$, and the coefficients of the second expansion depend on concentration.

Two such sets of numbers may look quite different. A model with fixed pair and triplet interactions, for example, acquires pair interactions that vary with composition. The question is how the two sets are related, and whether the second contains anything that the first does not.

## Energies, clusters and the resummed family

Let the sites form a finite set. A cluster $S$ is any subset of it, including the empty one, and $J_S$ is a real interaction. For real site variables $s_i$, define

$$E_J(s)=\sum_S J_S\prod_{i\in S}s_i .$$

For a real reference value $m$, define the resummed interactions

$$K_T=(R_mJ)_T=\sum_{S\supseteq T}m^{|S|-|T|}J_S .$$

The main result is that, for every $J$, $s$ and $m$,

$$E_J(s)=E_{R_mJ}(s-m),$$

where $s-m$ has the components $s_i-m$.

In the Lean file, `ι` is the type of sites, a cluster is a `Finset ι`, and a family of interactions is a function `Finset ι → ℝ`. The energy $E_J(s)$ is `clusterEnergy J s`, and $(R_mJ)_T$ is `resummed m J T`. The exponent `S.card - T.card` is a subtraction of natural numbers, which would be cut off at zero if $T$ were larger than $S$; the sum runs only over $S\supseteq T$, so this never happens. The convention $0^0=1$ makes $R_0J=J$.

The main identity is `clusterEnergy_eq_resummed`. It needs neither two-valued site variables nor an $m$ equal to their average. That $m$ is the mean at a given composition is the physical reading which makes $K$ concentration-dependent.

A second statement, `fluctuation_expansion_iff`, concerns uniqueness. Let the site variables take two distinct values $a$ and $b$. Then a family $K$ satisfies $E_J(s)=E_K(s-m)$ for all configurations exactly when $K=R_mJ$. Here "all configurations" includes all compositions. Among configurations whose average is exactly $m$, the sum $\sum_i(s_i-m)$ vanishes, so a common constant added to the one-site interactions would go unnoticed.

Each cluster is counted once, so a pair term carries no factor $1/2$. The model has no lattice symmetry and no infinite-crystal limit, and the interactions are given, not fitted. With one variable per site and only products of these variables, the expansion can represent every energy function of a binary alloy, but in general not that of an alloy with three or more species. Within this finite model, the identity lets interaction sets used in lattice simulations be converted from one reference composition to another without changing any configuration energy.

## Expanding a cluster about the reference value

Write $s_i=(s_i-m)+m$ and multiply out the product over a cluster $S$. Each site contributes either its fluctuation or the constant $m$. If $T\subseteq S$ is the set of sites that contribute fluctuations, the remaining $|S|-|T|$ sites each give a factor $m$:

$$\prod_{i\in S}s_i=\sum_{T\subseteq S}m^{|S|-|T|}\prod_{i\in T}(s_i-m).$$

Insert this in the energy and exchange the two finite sums:

$$E_J(s)=\sum_S J_S\sum_{T\subseteq S}m^{|S|-|T|}\prod_{i\in T}(s_i-m)
=\sum_T\Big(\sum_{S\supseteq T}m^{|S|-|T|}J_S\Big)\prod_{i\in T}(s_i-m).$$

The bracket is $K_T$, which proves the identity. Setting $s_i=x_i+m$ gives the equivalent form

$$E_{R_mJ}(x)=E_J(x+m).$$

With interactions up to triplets, the pair term is $K_{\{i,j\}}=J_{\{i,j\}}+m\sum_{l\ne i,j}J_{\{i,j,l\}}$. The concentration dependence of the pair interaction thus comes from fixed triplets.

## Energies determine interactions

Start with occupations 0 and 1. Let $1_A$ be the configuration with value 1 on the sites of $A$ and 0 elsewhere. A cluster product is then 1 if $S\subseteq A$ and 0 otherwise, so

$$E_J(1_A)=\sum_{S\subseteq A}J_S .$$

Suppose $J$ and $J'$ give the same energy for every $A$. Assume that they agree on all proper subsets of $A$. Subtracting those equal terms from $E_J(1_A)=E_{J'}(1_A)$ leaves $J_A=J'_A$. Induction over clusters gives $J=J'$. It starts with the empty cluster, which has no proper subsets.

For general site values $a\ne b$, shift and rescale. For any family $L$, set $\tilde L_S=(b-a)^{|S|}(R_aL)_S$. Absorbing one factor $b-a$ into each site variable gives

$$E_{\tilde L}(x)=E_{R_aL}\big((b-a)x\big)=E_L\big((b-a)x+a\big).$$

At $x=1_A$, the right-hand side is the energy of the configuration with value $b$ on $A$ and $a$ elsewhere. If $J$ and $J'$ agree on all such configurations, the 0/1 result gives $\tilde J=\tilde J'$. Dividing by the nonzero factors $(b-a)^{|S|}$ gives $R_aJ=R_aJ'$. The main identity then yields

$$E_J(s)=E_{R_aJ}(s-a)=E_{R_aJ'}(s-a)=E_{J'}(s)$$

for every real $s$, in particular for every $1_A$, and hence $J=J'$.

Now let $K$ satisfy $E_J(s)=E_K(s-m)$ for all configurations with values $a$ and $b$. The fluctuations $x=s-m$ take the distinct values $a-m$ and $b-m$, and for them

$$E_K(x)=E_J(x+m)=E_{R_mJ}(x).$$

The uniqueness just shown gives $K=R_mJ$. The converse is the main identity.

## Successive references, the constant term and the largest clusters

Resumming at $m$ and then at $m'$ gives, for every $x$,

$$E_{R_{m'}R_mJ}(x)=E_{R_mJ}(x+m')=E_J(x+m'+m)=E_{R_{m+m'}J}(x).$$

Since energies determine interactions, $R_{m'}R_mJ=R_{m+m'}J$. The second value is an increment from the first reference. In particular, resumming at $-m$ recovers the original interactions.

For the empty cluster, the definition gives

$$K_\varnothing=\sum_S m^{|S|}J_S=E_J(m,\ldots,m).$$

This is the expansion evaluated with every site variable equal to $m$. In general no arrangement of atoms has these site values, but the expansion is defined for all real ones.

Finally, let $J_S=0$ whenever $|S|>k$, and take $|T|\ge k$. Any $S$ strictly containing $T$ has more than $k$ sites and contributes nothing, so only $S=T$ remains and $K_T=J_T$. A model truncated at pairs therefore has the same pair interactions at every reference value, while its one-site and constant terms can change.

## The resummation and its uniqueness in Lean

```lean
import Mathlib

open Finset

namespace ClusterExpansionResummation

noncomputable section

variable {ι : Type*} [Fintype ι] [DecidableEq ι]

/-- The cluster expansion of the energy: each cluster `S` of sites contributes its interaction
`J S` times the product of the site variables on `S`. -/
def clusterEnergy (J : Finset ι → ℝ) (s : ι → ℝ) : ℝ :=
  ∑ S : Finset ι, J S * ∏ i ∈ S, s i

/-- The resummed interaction of the cluster `T` at reference value `m`: every cluster `S`
containing `T` contributes `J S` times one factor `m` for each site of `S` outside `T`. -/
def resummed (m : ℝ) (J : Finset ι → ℝ) (T : Finset ι) : ℝ :=
  ∑ S ∈ Finset.univ.filter (fun S : Finset ι => T ⊆ S), m ^ (S.card - T.card) * J S

omit [Fintype ι] in
/-- The product of site variables on one cluster, expanded in products of the fluctuations
`s i - m` over its subclusters. -/
theorem cluster_product_expansion (s : ι → ℝ) (m : ℝ) (S : Finset ι) :
    ∏ i ∈ S, s i = ∑ T ∈ S.powerset, m ^ (S.card - T.card) * ∏ i ∈ T, (s i - m) := by
  have h := Finset.prod_add (fun i => s i - m) (fun _ => m) S
  simp only [sub_add_cancel] at h
  rw [h]
  refine Finset.sum_congr rfl fun T hT => ?_
  rw [Finset.prod_const, Finset.card_sdiff_of_subset (Finset.mem_powerset.mp hT), mul_comm]

/-- Resummation of the cluster expansion: the energy with interactions `J` in the site variables
equals the energy with the resummed interactions in the fluctuations `s i - m`. -/
theorem clusterEnergy_eq_resummed (J : Finset ι → ℝ) (s : ι → ℝ) (m : ℝ) :
    clusterEnergy J s = clusterEnergy (resummed m J) (fun i => s i - m) := by
  simp only [clusterEnergy, resummed, Finset.sum_filter, Finset.sum_mul]
  -- collect the terms by the original cluster `S`
  rw [Finset.sum_comm]
  refine Finset.sum_congr rfl fun S _ => ?_
  have hp : S.powerset = Finset.univ.filter (fun T : Finset ι => T ⊆ S) := by
    ext T
    simp
  rw [cluster_product_expansion s m S, Finset.mul_sum, hp, Finset.sum_filter]
  refine Finset.sum_congr rfl fun T _ => ?_
  split_ifs <;> ring

/-- The resummed interactions evaluated on fluctuations `x` give the original energy of the
configuration `x i + m`. -/
theorem clusterEnergy_resummed (J : Finset ι → ℝ) (x : ι → ℝ) (m : ℝ) :
    clusterEnergy (resummed m J) x = clusterEnergy J (fun i => x i + m) := by
  rw [clusterEnergy_eq_resummed J (fun i => x i + m) m]
  simp

/-- Two sets of interactions that give the same energy for every pattern of occupied (1) and
empty (0) sites are equal. -/
theorem interactions_eq_of_occupation {J J' : Finset ι → ℝ}
    (h : ∀ A : Finset ι, clusterEnergy J (fun i => if i ∈ A then 1 else 0) =
      clusterEnergy J' (fun i => if i ∈ A then 1 else 0)) : J = J' := by
  -- only clusters inside the occupied region contribute
  have key : ∀ (L : Finset ι → ℝ) (A : Finset ι),
      clusterEnergy L (fun i => if i ∈ A then 1 else 0) = ∑ S ∈ A.powerset, L S := by
    intro L A
    have hp : A.powerset = Finset.univ.filter (fun T : Finset ι => T ⊆ A) := by
      ext T
      simp
    rw [hp, Finset.sum_filter]
    unfold clusterEnergy
    refine Finset.sum_congr rfl fun S _ => ?_
    by_cases hS : S ⊆ A
    · rw [if_pos hS, Finset.prod_eq_one (fun i hi => if_pos (hS hi)), mul_one]
    · obtain ⟨i, hi, hiA⟩ := Finset.not_subset.mp hS
      rw [if_neg hS, Finset.prod_eq_zero hi (if_neg hiA), mul_zero]
  funext A
  induction A using Finset.strongInduction with
  | H A ih =>
    have hA := h A
    rw [key, key, ← Finset.add_sum_erase _ J (Finset.mem_powerset_self A),
      ← Finset.add_sum_erase _ J' (Finset.mem_powerset_self A)] at hA
    have hrest : ∑ S ∈ A.powerset.erase A, J S = ∑ S ∈ A.powerset.erase A, J' S := by
      refine Finset.sum_congr rfl fun S hS => ?_
      obtain ⟨hne, hmem⟩ := Finset.mem_erase.mp hS
      exact ih S (Finset.ssubset_iff_subset_ne.mpr ⟨Finset.mem_powerset.mp hmem, hne⟩)
    linarith

/-- Successive changes of reference add up: resumming at `m` and then at `m'` is the same as
resumming once at `m + m'`. -/
theorem resummed_resummed (J : Finset ι → ℝ) (m m' : ℝ) :
    resummed m' (resummed m J) = resummed (m + m') J := by
  have key : ∀ x : ι → ℝ, clusterEnergy (resummed m' (resummed m J)) x =
      clusterEnergy (resummed (m + m') J) x := by
    intro x
    have hx : (fun i => x i + m' + m) = fun i => x i + (m + m') := by
      funext i
      ring
    rw [clusterEnergy_resummed, clusterEnergy_resummed, clusterEnergy_resummed, hx]
  exact interactions_eq_of_occupation fun A => key _

/-- In a binary alloy whose site variables take two distinct values `a` and `b`, the energies of
all configurations determine the interactions. -/
theorem interactions_eq_of_binary {J J' : Finset ι → ℝ} {a b : ℝ} (hab : a ≠ b)
    (h : ∀ s : ι → ℝ, (∀ i, s i = a ∨ s i = b) → clusterEnergy J s = clusterEnergy J' s) :
    J = J' := by
  -- shift and rescale the two site values to 0 and 1
  have key : ∀ (L : Finset ι → ℝ) (x : ι → ℝ),
      clusterEnergy (fun S => (b - a) ^ S.card * resummed a L S) x =
        clusterEnergy L (fun i => (b - a) * x i + a) := by
    intro L x
    refine Eq.trans ?_ (clusterEnergy_resummed L (fun i => (b - a) * x i) a)
    unfold clusterEnergy
    refine Finset.sum_congr rfl fun S _ => ?_
    rw [Finset.prod_mul_distrib, Finset.prod_const]
    ring
  have hS : (fun S => (b - a) ^ S.card * resummed a J S) =
      fun S => (b - a) ^ S.card * resummed a J' S := by
    apply interactions_eq_of_occupation
    intro A
    rw [key, key]
    apply h
    intro i
    by_cases hi : i ∈ A <;> simp [hi]
  have hK : resummed a J = resummed a J' := funext fun S =>
    mul_left_cancel₀ (pow_ne_zero S.card (sub_ne_zero.mpr hab.symm)) (congrFun hS S)
  apply interactions_eq_of_occupation
  intro A
  rw [clusterEnergy_eq_resummed J _ a, clusterEnergy_eq_resummed J' _ a, hK]

/-- For a binary alloy with distinct site values `a` and `b`, interactions `K` reproduce all
energies in terms of the fluctuations `s i - m` exactly when they are the resummed ones. -/
theorem fluctuation_expansion_iff (J K : Finset ι → ℝ) (m : ℝ) {a b : ℝ} (hab : a ≠ b) :
    (∀ s : ι → ℝ, (∀ i, s i = a ∨ s i = b) →
      clusterEnergy J s = clusterEnergy K (fun i => s i - m)) ↔ K = resummed m J := by
  constructor
  · intro h
    have hab' : a - m ≠ b - m := fun e => hab (by linarith)
    apply interactions_eq_of_binary hab'
    intro x hx
    have hs : ∀ i, x i + m = a ∨ x i + m = b := fun i =>
      (hx i).imp (fun e => by linarith) (fun e => by linarith)
    have h1 := h (fun i => x i + m) hs
    simp only [add_sub_cancel_right] at h1
    rw [clusterEnergy_resummed]
    exact h1.symm
  · rintro rfl s _
    exact clusterEnergy_eq_resummed J s m

/-- The resummed interaction of the empty cluster is the original cluster expansion evaluated with
every site variable set to `m`. -/
theorem resummed_empty (J : Finset ι → ℝ) (m : ℝ) :
    resummed m J ∅ = clusterEnergy J (fun _ => m) := by
  simp [resummed, clusterEnergy, mul_comm]

/-- If no cluster of more than `k` sites interacts, resummation leaves the interactions of all
clusters with at least `k` sites unchanged. -/
theorem resummed_eq_of_truncated (J : Finset ι → ℝ) (m : ℝ) (k : ℕ)
    (hJ : ∀ S : Finset ι, k < S.card → J S = 0) (T : Finset ι) (hT : k ≤ T.card) :
    resummed m J T = J T := by
  unfold resummed
  rw [Finset.sum_eq_single T]
  · simp
  · intro S hS hne
    -- a strictly larger cluster lies beyond the truncation
    have hsub : T ⊆ S := (Finset.mem_filter.mp hS).2
    have hlt := Finset.card_lt_card (Finset.ssubset_iff_subset_ne.mpr ⟨hsub, hne.symm⟩)
    rw [hJ S (by omega), mul_zero]
  · intro h
    exact (h (by simp)).elim

end

end ClusterExpansionResummation
```

```lean
#print axioms ClusterExpansionResummation.clusterEnergy_eq_resummed
#print axioms ClusterExpansionResummation.fluctuation_expansion_iff
#print axioms ClusterExpansionResummation.resummed_empty
#print axioms ClusterExpansionResummation.resummed_eq_of_truncated
```

```
'ClusterExpansionResummation.clusterEnergy_eq_resummed' depends on axioms: [propext, Classical.choice, Quot.sound]
'ClusterExpansionResummation.fluctuation_expansion_iff' depends on axioms: [propext, Classical.choice, Quot.sound]
'ClusterExpansionResummation.resummed_empty' depends on axioms: [propext, Classical.choice, Quot.sound]
'ClusterExpansionResummation.resummed_eq_of_truncated' depends on axioms: [propext, Classical.choice, Quot.sound]
```

## How the Lean argument follows the algebra

`cluster_product_expansion` takes the multiplied-out product from Mathlib's `Finset.prod_add`, applied to the functions $s_i-m$ and $m$. Simplification turns $(s_i-m)+m$ back into $s_i$ on the left. On the right, the constant product over the sites of $S$ outside $T$ becomes a power of $m$, and `Finset.card_sdiff_of_subset` identifies its exponent as $|S|-|T|$.

In `clusterEnergy_eq_resummed`, the condition $T\subseteq S$ is first turned into an if-then-else inside an unrestricted sum. Both sums then run over all clusters, and `Finset.sum_comm` can exchange them. For each fixed $S$, the proof inserts the product expansion and compares the terms $T$ by $T$: `split_ifs` separates subclusters from other clusters, and `ring` finishes both cases. The shifted form is `clusterEnergy_resummed`.

The local statement `key` in `interactions_eq_of_occupation` is the formula for $E_J(1_A)$. If $S$ is not contained in $A$, the proof picks a site of $S$ outside $A$, whose zero makes the product vanish. `Finset.strongInduction` supplies agreement on all proper subsets. The term for $A$ itself is split off with `Finset.add_sum_erase`, the remaining sums are equal by the induction hypothesis, and `linarith` subtracts them.

`resummed_resummed` applies the shifted form three times, twice for the successive resummations and once for the single one. It then passes from equal energies to equal interactions by the occupation theorem.

In `interactions_eq_of_binary`, `key` is the shift-and-rescale formula for $\tilde L$. The hypothesis `hab` makes $b-a$ nonzero, which allows `mul_left_cancel₀` to remove its powers. The last lines transfer the equality of the resummed families back to $J$ and $J'$ through the main identity.

The forward direction of `fluctuation_expansion_iff` applies this binary theorem to the values $a-m$ and $b-m$; the reverse direction is the main identity. `resummed_empty` follows by unfolding the definitions. In `resummed_eq_of_truncated`, `Finset.sum_eq_single` reduces the sum to the term $S=T$, because every strictly larger cluster lies beyond the truncation.
